# Spin averages for slow-neutron scattering from para- and ortho-hydrogen

Spin index 0 means up along $z$ and 1 means down. The neutron comes first in every product, followed by protons 1 and 2. Spin operators are Pauli matrices $\sigma$, without the factor $\hbar/2$. The real numbers $t$ and $s$ are the neutron-proton scattering lengths in the triplet and singlet states.

```lean
import Mathlib

open Matrix
open scoped Kronecker

namespace NeutronHydrogenScattering

noncomputable section
```

This loads Mathlib and the notation `⊗ₖ` for the Kronecker product, $\otimes$ below.

```lean
/-- The Pauli matrix along x. -/
def σx : Matrix (Fin 2) (Fin 2) ℂ := !![0, 1; 1, 0]
```

$\sigma_x$ flips the spin. The type says: a $2\times2$ complex matrix.

```lean
/-- The Pauli matrix along y. -/
def σy : Matrix (Fin 2) (Fin 2) ℂ := !![0, -Complex.I; Complex.I, 0]
```

$\sigma_y$ flips it with a phase $\pm i$.

```lean
/-- The Pauli matrix along z. -/
def σz : Matrix (Fin 2) (Fin 2) ℂ := !![1, 0; 0, -1]
```

$\sigma_z$ is diagonal, with entries $1$ and $-1$.

```lean
/-- The sum of a one-spin operator over the two protons. -/
def pairSpin (a : Matrix (Fin 2) (Fin 2) ℂ) : Matrix (Fin 2 × Fin 2) (Fin 2 × Fin 2) ℂ :=
  a ⊗ₖ 1 + 1 ⊗ₖ a
```

For a one-spin operator $a$, this is $a\otimes1+1\otimes a$. Write $\Sigma_k=\sigma_{1k}+\sigma_{2k}$ for `pairSpin` of $\sigma_k$; it is twice the total proton spin in units of $\hbar$.

```lean
/-- The unnormalised singlet amplitude of two protons, up-down minus down-up. -/
def singletAmp : Fin 2 × Fin 2 → ℂ := fun p => !![0, 1; -1, 0] p.1 p.2
```

The amplitude is $\uparrow\downarrow-\downarrow\uparrow$, of squared norm 2.

```lean
/-- The projector onto the singlet state of the two protons. -/
def singlet : Matrix (Fin 2 × Fin 2) (Fin 2 × Fin 2) ℂ :=
  (1 / 2 : ℂ) • vecMulVec singletAmp (star singletAmp)
```

The factor $1/2$ normalises it, so $p_0=|\psi\rangle\langle\psi|$ with $\psi=(\uparrow\downarrow-\downarrow\uparrow)/\sqrt2$.

```lean
/-- Operators on the spin space of one neutron and two protons. -/
abbrev SpinOp := Matrix (Fin 2 × (Fin 2 × Fin 2)) (Fin 2 × (Fin 2 × Fin 2)) ℂ
```

`SpinOp` is the type of $8\times8$ matrices on the three spins.

```lean
/-- The para-hydrogen projector `P0`: protons in the singlet, any neutron spin. -/
def paraProj : SpinOp := 1 ⊗ₖ singlet
```

$P_0=1\otimes p_0$ leaves the neutron spin free.

```lean
/-- The ortho-hydrogen projector `P1 = 1 - P0`. -/
def orthoProj : SpinOp := 1 - paraProj
```

$P_1=1-P_0$ selects the proton triplet.

```lean
/-- The scalar product of the neutron Pauli vector with the sum of the proton Pauli vectors. -/
def coupling : SpinOp :=
  σx ⊗ₖ pairSpin σx + σy ⊗ₖ pairSpin σy + σz ⊗ₖ pairSpin σz
```

This is $X=\sum_k\sigma_k\otimes\Sigma_k=\sigma_n\cdot(\sigma_1+\sigma_2)$.

```lean
/-- The scattering operator of the molecule, with triplet and singlet lengths `t` and `s`. -/
def scatteringOp (t s : ℝ) : SpinOp :=
  ((3 * t + s) / 2 : ℂ) • (1 : SpinOp) + ((t - s) / 4 : ℂ) • coupling
```

$T=\frac{3t+s}{2}+\frac{t-s}{4}X$. For one proton, $\frac{3t+s}{4}+\frac{t-s}{4}\sigma_n\cdot\sigma_p$ equals $t$ in the triplet, where $\sigma_n\cdot\sigma_p=1$, and $s$ in the singlet, where it is $-3$. Adding the two amplitudes without a relative phase assumes a neutron wavelength much longer than the proton separation. Molecular rotation, recoil and reduced-mass factors are left out.

```lean
/-- The multiplication table of the Pauli matrices. -/
theorem pauli_mul :
    σx * σx = 1 ∧ σy * σy = 1 ∧ σz * σz = 1 ∧
    σx * σy = Complex.I • σz ∧ σy * σx = (-Complex.I) • σz ∧
    σy * σz = Complex.I • σx ∧ σz * σy = (-Complex.I) • σx ∧
    σz * σx = Complex.I • σy ∧ σx * σz = (-Complex.I) • σy := by
  refine ⟨?_, ?_, ?_, ?_, ?_, ?_, ?_, ?_, ?_⟩ <;>
    (ext i j; fin_cases i <;> fin_cases j <;>
      simp [σx, σy, σz, Matrix.mul_apply, Fin.sum_univ_two])
```

These are $\sigma_k^2=1$ and $\sigma_x\sigma_y=i\sigma_z$ with its cyclic and reversed forms. Lean checks every matrix entry: `fin_cases` lists the indices and `simp` computes.

```lean
/-- The scalar product of the two proton Pauli vectors is one minus four times the
singlet projector. -/
theorem proton_dot_proton :
    σx ⊗ₖ σx + σy ⊗ₖ σy + σz ⊗ₖ σz = 1 - (4 : ℂ) • singlet := by
  ext ⟨i, j⟩ ⟨k, l⟩
  fin_cases i <;> fin_cases j <;> fin_cases k <;> fin_cases l <;>
    simp [σx, σy, σz, singlet, singletAmp, vecMulVec_apply] <;> norm_num
```

$\sigma_1\cdot\sigma_2=1-4p_0$: the value is 1 on the triplet and $-3$ on the singlet. The proof is again entry by entry.

```lean
/-- The singlet operator is idempotent and has trace one. -/
theorem singlet_projector : singlet * singlet = singlet ∧ singlet.trace = 1 := by
  constructor
  · ext ⟨i, j⟩ ⟨k, l⟩
    fin_cases i <;> fin_cases j <;> fin_cases k <;> fin_cases l <;>
      simp [singlet, singletAmp, vecMulVec_apply, Matrix.mul_apply, Fintype.sum_prod_type,
        Fin.sum_univ_two] <;> norm_num
  · simp [singlet, singletAmp, vecMulVec_apply, Matrix.trace, Fintype.sum_prod_type,
      Fin.sum_univ_two]
    norm_num
```

$p_0^2=p_0$ and $\operatorname{tr}p_0=1$, as for a projector onto one state.

```lean
/-- Every component of the total proton spin annihilates the singlet. -/
theorem pairSpin_singlet :
    pairSpin σx * singlet = 0 ∧ pairSpin σy * singlet = 0 ∧ pairSpin σz * singlet = 0 := by
  refine ⟨?_, ?_, ?_⟩ <;>
    (ext ⟨i, j⟩ ⟨k, l⟩
     fin_cases i <;> fin_cases j <;> fin_cases k <;> fin_cases l <;>
      simp [pairSpin, σx, σy, σz, singlet, singletAmp, vecMulVec_apply, Matrix.mul_apply,
        Matrix.one_apply, Fintype.sum_prod_type, Fin.sum_univ_two])
```

$\Sigma_kp_0=0$. For example, $\sigma_{1x}$ turns $\uparrow\downarrow-\downarrow\uparrow$ into $\downarrow\downarrow-\uparrow\uparrow$, and $\sigma_{2x}$ gives the opposite.

```lean
/-- The square of the neutron-proton spin coupling is `8 P1` minus twice the coupling. -/
theorem coupling_sq : coupling * coupling = (8 : ℂ) • orthoProj - (2 : ℂ) • coupling := by
  obtain ⟨xx, yy, zz, xy, yx, yz, zy, zx, xz⟩ := pauli_mul
  -- angular momentum commutators of the total proton spin
  have comm : ∀ a b c : Matrix (Fin 2) (Fin 2) ℂ, a * b = Complex.I • c →
      b * a = (-Complex.I) • c →
      Complex.I • (pairSpin a * pairSpin b) + (-Complex.I) • (pairSpin b * pairSpin a)
        = (-2 : ℂ) • pairSpin c := by
    intro a b c h1 h2
    have h3 : Complex.I • (a * b) + (-Complex.I) • (b * a) = (-2 : ℂ) • c := by
      rw [h1, h2, smul_smul, smul_smul, neg_mul_neg, Complex.I_mul_I]
      module
    have h4 : Complex.I • (pairSpin a * pairSpin b) + (-Complex.I) • (pairSpin b * pairSpin a)
        = pairSpin (Complex.I • (a * b) + (-Complex.I) • (b * a)) := by
      simp only [pairSpin, add_mul, mul_add, ← mul_kronecker_mul, one_mul, mul_one,
        add_kronecker, kronecker_add, smul_kronecker, kronecker_smul]
      module
    rw [h4, h3]
    simp only [pairSpin, smul_kronecker, kronecker_smul, smul_add]
  -- the squared total proton spin
  have sq : ∀ a : Matrix (Fin 2) (Fin 2) ℂ, a * a = 1 →
      pairSpin a * pairSpin a = (2 : ℂ) • 1 + (2 : ℂ) • (a ⊗ₖ a) := by
    intro a h
    simp only [pairSpin, add_mul, mul_add, ← mul_kronecker_mul, h, one_mul, mul_one,
      one_kronecker_one]
    module
  have casimir : pairSpin σx * pairSpin σx + pairSpin σy * pairSpin σy
      + pairSpin σz * pairSpin σz = (8 : ℂ) • 1 + (-8 : ℂ) • singlet := by
    rw [sq _ xx, sq _ yy, sq _ zz]
    linear_combination (norm := module) (2 : ℂ) • proton_dot_proton
  -- sort the nine products by the neutron operator they carry
  have e : coupling * coupling =
      1 ⊗ₖ (pairSpin σx * pairSpin σx + pairSpin σy * pairSpin σy + pairSpin σz * pairSpin σz)
      + σx ⊗ₖ (Complex.I • (pairSpin σy * pairSpin σz)
          + (-Complex.I) • (pairSpin σz * pairSpin σy))
      + σy ⊗ₖ (Complex.I • (pairSpin σz * pairSpin σx)
          + (-Complex.I) • (pairSpin σx * pairSpin σz))
      + σz ⊗ₖ (Complex.I • (pairSpin σx * pairSpin σy)
          + (-Complex.I) • (pairSpin σy * pairSpin σx)) := by
    simp only [coupling, add_mul, mul_add, ← mul_kronecker_mul, xx, yy, zz, xy, yx, yz, zy,
      zx, xz, smul_kronecker, kronecker_add, kronecker_smul]
    module
  rw [e, casimir, comm _ _ _ yz zy, comm _ _ _ zx xz, comm _ _ _ xy yx]
  simp only [kronecker_add, kronecker_smul, one_kronecker_one, coupling, orthoProj, paraProj]
  module
```

The claim is $X^2=8P_1-2X$. By hand, sort the nine products by their neutron operator, as `e` does:

$$X^2=1\otimes\sum_k\Sigma_k^2+i\sum_{klm}\epsilon_{klm}\,\sigma_m\otimes\Sigma_k\Sigma_l .$$

The first sum is $6+2\,\sigma_1\cdot\sigma_2=8(1-p_0)$, which is `casimir`. Since $[\Sigma_x,\Sigma_y]=2i\Sigma_z$ and cyclically, the second term is $-2X$; this is `comm`. The tactic `module` collects coefficients.

```lean
/-- On para-hydrogen the scattering operator is the number `(3t+s)/2`. -/
theorem para_scattering (t s : ℝ) :
    scatteringOp t s * paraProj = ((3 * t + s) / 2 : ℂ) • paraProj := by
  obtain ⟨hx, hy, hz⟩ := pairSpin_singlet
  have h : coupling * paraProj = 0 := by
    simp only [coupling, paraProj, add_mul, ← mul_kronecker_mul, hx, hy, hz,
      kronecker_zero, add_zero]
  simp only [scatteringOp, add_mul, smul_mul_assoc, one_mul, h, smul_zero, add_zero]
```

Since $\Sigma_kp_0=0$, $XP_0=0$, and therefore $TP_0=\frac{3t+s}{2}P_0$. The neutron spin has no effect on para-hydrogen scattering in this model.

```lean
/-- On ortho-hydrogen the squared scattering operator is a multiple of `P1` plus a multiple
of the neutron-proton spin coupling. -/
theorem ortho_sq (t s : ℝ) :
    scatteringOp t s * scatteringOp t s * orthoProj =
      (((3 * t + s) ^ 2 + 2 * (t - s) ^ 2) / 4 : ℂ) • orthoProj
        + ((t - s) * (5 * t + 3 * s) / 8 : ℂ) • coupling := by
  obtain ⟨hx, hy, hz⟩ := pairSpin_singlet
  have h : coupling * orthoProj = coupling := by
    have h0 : coupling * paraProj = 0 := by
      simp only [coupling, paraProj, add_mul, ← mul_kronecker_mul, hx, hy, hz,
        kronecker_zero, add_zero]
    rw [orthoProj, mul_sub, mul_one, h0, sub_zero]
  have h1 : scatteringOp t s * orthoProj =
      ((3 * t + s) / 2 : ℂ) • orthoProj + ((t - s) / 4 : ℂ) • coupling := by
    simp only [scatteringOp, add_mul, smul_mul_assoc, one_mul, h]
  have h2 : scatteringOp t s * coupling = ((3 * t + s) / 2 : ℂ) • coupling
      + ((t - s) / 4 : ℂ) • ((8 : ℂ) • orthoProj - (2 : ℂ) • coupling) := by
    simp only [scatteringOp, add_mul, smul_mul_assoc, one_mul, coupling_sq]
  rw [mul_assoc, h1, mul_add, mul_smul_comm, mul_smul_comm, h1, h2]
  module
```

Put $A=\frac{3t+s}{2}$ and $B=\frac{t-s}{4}$. From $XP_0=0$ we get $XP_1=X$, so

$$T^2P_1=A^2P_1+2ABX+B^2(8P_1-2X)=(A^2+8B^2)P_1+2B(A-B)X .$$

Here $A^2+8B^2=\frac{(3t+s)^2+2(t-s)^2}{4}$ and $2B(A-B)=\frac{(t-s)(5t+3s)}{8}$. Lean applies $T$ twice, in `h1` and `h2`.

```lean
/-- For unpolarised ortho-hydrogen the mean squared scattering operator has the same value
for every neutron spin density matrix `ρ`. -/
theorem ortho_polarised (t s : ℝ) (ρ : Matrix (Fin 2) (Fin 2) ℂ) (hρ : ρ.trace = 1) :
    ((ρ ⊗ₖ (1 : Matrix (Fin 2 × Fin 2) (Fin 2 × Fin 2) ℂ)) *
      (scatteringOp t s * scatteringOp t s * orthoProj)).trace / 3 =
      ((3 * t + s) ^ 2 + 2 * (t - s) ^ 2) / 4 := by
  have tr : ∀ a : Matrix (Fin 2) (Fin 2) ℂ, a.trace = 0 → (pairSpin a).trace = 0 := by
    intro a h
    simp only [pairSpin, trace_add, trace_kronecker, h, zero_mul, mul_zero, add_zero]
  have hx := tr σx (by simp [σx, trace_fin_two])
  have hy := tr σy (by simp [σy, trace_fin_two])
  have hz := tr σz (by simp [σz, trace_fin_two])
  -- the spin-dependent term averages out over the proton orientations
  have hc : ((ρ ⊗ₖ (1 : Matrix (Fin 2 × Fin 2) (Fin 2 × Fin 2) ℂ)) * coupling).trace = 0 := by
    simp only [coupling, mul_add, ← mul_kronecker_mul, one_mul, trace_add, trace_kronecker,
      hx, hy, hz, mul_zero, add_zero]
  have h4 : (Fintype.card (Fin 2 × Fin 2) : ℂ) = 4 := by norm_num [Fintype.card_prod]
  have hp : ((ρ ⊗ₖ (1 : Matrix (Fin 2 × Fin 2) (Fin 2 × Fin 2) ℂ)) * orthoProj).trace = 3 := by
    rw [orthoProj, paraProj, mul_sub, mul_one, ← mul_kronecker_mul, mul_one, one_mul,
      trace_sub, trace_kronecker, trace_kronecker, singlet_projector.2, trace_one, h4, hρ]
    norm_num
  rw [ortho_sq, mul_add, mul_smul_comm, mul_smul_comm, trace_add, trace_smul, trace_smul,
    hc, hp, smul_eq_mul, smul_eq_mul]
  ring
```

Let $\rho$ be the neutron density matrix; only $\operatorname{tr}\rho=1$ is needed. Each $\Sigma_k$ is traceless, so the $X$ term vanishes (`hc`), while $\operatorname{tr}[(\rho\otimes1)P_1]=4-1=3$ (`hp`). Dividing by 3 leaves the coefficient of $P_1$, whatever the neutron polarisation, provided the triplet states are equally populated.

```lean
/-- Para-hydrogen scatters with the number `(3t+s)/2`, and the average of the squared scattering
operator over the `trace P1 = 6` joint spin states of neutron and ortho-hydrogen is `((3t+s)² +
2(t-s)²)/4`. -/
theorem para_ortho_scattering (t s : ℝ) :
    scatteringOp t s * paraProj = ((3 * t + s) / 2 : ℂ) • paraProj ∧
    orthoProj.trace = 6 ∧
    (scatteringOp t s * scatteringOp t s * orthoProj).trace / 6 =
      ((3 * t + s) ^ 2 + 2 * (t - s) ^ 2) / 4 := by
  refine ⟨para_scattering t s, ?_, ?_⟩
  · rw [orthoProj, paraProj, trace_sub, trace_kronecker, singlet_projector.2, trace_one,
      trace_one]
    norm_num [Fintype.card_prod]
  · -- an unpolarised neutron has density matrix one half
    have h := ortho_polarised t s ((1 / 2 : ℂ) • 1) (by
      rw [trace_smul, trace_one]; norm_num)
    rw [smul_kronecker, one_kronecker_one, smul_mul_assoc, one_mul, trace_smul,
      smul_eq_mul] at h
    linear_combination h
```

An unpolarised neutron has $\rho=1/2$, which turns the divisor 3 into $6=\operatorname{tr}P_1$:

$$\tfrac16\operatorname{tr}(T^2P_1)=\frac{(3t+s)^2+2(t-s)^2}{4}.$$

Averaging $T$ before squaring is a mistake here: it gives only $(3t+s)^2/4$ and loses the spin-dependent part. Within this long-wavelength, spin-only model, $4\pi$ times the average of $T^2$ is the total cross-section, so comparing the two forms of hydrogen tests the spin dependence of the neutron-proton force.

```lean
/-- The spin averages of the squared scattering operator over ortho- and para-hydrogen agree
exactly when the triplet and singlet scattering lengths are equal. -/
theorem ortho_eq_para_iff (t s : ℝ) :
    (scatteringOp t s * scatteringOp t s * orthoProj).trace / 6 =
      (scatteringOp t s * scatteringOp t s * paraProj).trace / 2 ↔ t = s := by
  have h2 : paraProj.trace = 2 := by
    rw [paraProj, trace_kronecker, singlet_projector.2, trace_one]
    norm_num
  rw [(para_ortho_scattering t s).2.2, mul_assoc, para_scattering, mul_smul_comm,
    para_scattering, trace_smul, trace_smul, h2, smul_eq_mul, smul_eq_mul]
  constructor
  · intro h
    have h0 : ((t : ℂ) - s) ^ 2 = 0 := by linear_combination 2 * h
    have h1 : (t : ℂ) = s := sub_eq_zero.mp (pow_eq_zero_iff two_ne_zero |>.mp h0)
    exact_mod_cast h1
  · rintro rfl
    ring

end

end NeutronHydrogenScattering
```

The para average is $\frac{(3t+s)^2}{4}$, so the ortho average exceeds it by $\frac{(t-s)^2}{2}$, which vanishes exactly when $t=s$. Lean derives $(t-s)^2=0$ over the complex numbers and returns to the reals with `exact_mod_cast`. If instead $s=-3t$ with $t\neq0$, para-hydrogen does not scatter at all in this model, while the ortho average is $8t^2$.

```lean
#print axioms NeutronHydrogenScattering.para_ortho_scattering
-- 'NeutronHydrogenScattering.para_ortho_scattering' depends on axioms: [propext, Classical.choice, Quot.sound]
#print axioms NeutronHydrogenScattering.ortho_eq_para_iff
-- 'NeutronHydrogenScattering.ortho_eq_para_iff' depends on axioms: [propext, Classical.choice, Quot.sound]
```
